# The Berry curvature of the two-component state (cos x, sin x e^{iy}) is −sin 2x

The theorem `modelBand_curvature` concerns the state u(x, y) = (cos x, sin x e^{iy}), which has norm one at every point of the real momentum plane. It states that the Berry curvature, defined as −2 Im⟨∂ₓu, ∂ᵧu⟩, equals −sin 2x for all real x and y. The state is given by formula, and no Hamiltonian enters. The proof finds each partial derivative of u twice, once by the chain rule from the total derivative and once component by component, and equates the two by uniqueness of derivatives. It then computes the inner product, using that the phase e^{iy} has unit modulus.

As first written in Lean, the proof fails:

```lean
import Mathlib

open Matrix

namespace BerryTimeReversal

noncomputable section

variable {n : Type*} [Fintype n]

/-- Berry curvature `-2 Im ⟨∂₁u, ∂₂u⟩` of a band state `u` over the momentum plane. -/
def berryCurvature (u : ℝ × ℝ → n → ℂ) (k : ℝ × ℝ) : ℝ :=
  -2 * (star (fderiv ℝ u k (1, 0)) ⬝ᵥ fderiv ℝ u k (0, 1)).im

/-- A phase factor has unit modulus. -/
lemma phase_unit (p : ℝ) : (starRingEnd ℂ) (Complex.exp (Complex.I * p)) *
    Complex.exp (Complex.I * p) = 1 := by
  rw [← Complex.exp_conj, ← Complex.exp_add]
  simp

variable [DecidableEq n]

/-- The two-component band state `(cos x, sin x exp(iy))` at momentum `(x, y)`. -/
def modelBand (k : ℝ × ℝ) : Fin 2 → ℂ :=
  ![(Real.cos k.1 : ℂ), (Real.sin k.1 : ℂ) * Complex.exp (Complex.I * k.2)]

/-- The model band is differentiable in momentum. -/
lemma modelBand_differentiable : Differentiable ℝ modelBand :=
  differentiable_pi.2 (Fin.forall_fin_two.2
    ⟨Complex.ofRealCLM.differentiable.comp (Real.differentiable_cos.comp differentiable_fst),
     (Complex.ofRealCLM.differentiable.comp
        (Real.differentiable_sin.comp differentiable_fst)).mul
      ((Complex.ofRealCLM.differentiable.comp differentiable_snd).const_mul Complex.I).cexp⟩)

/-- The model band has Berry curvature `-sin 2x`. -/
theorem modelBand_curvature (x y : ℝ) :
    berryCurvature modelBand (x, y) = -Real.sin (2 * x) := by
  have hd := (modelBand_differentiable (x, y)).hasFDerivAt
  have hI : HasDerivAt (fun t : ℝ => Complex.I * (t : ℂ)) Complex.I y := by
    simpa using ((hasDerivAt_id y).ofReal_comp).const_mul Complex.I
  -- the two partial derivatives
  have h1 : fderiv ℝ modelBand (x, y) (1, 0) =
      ![((-Real.sin x : ℝ) : ℂ), (Real.cos x : ℂ) * Complex.exp (Complex.I * y)] := by
    have hl : HasDerivAt (fun t : ℝ => (t, y)) ((1 : ℝ), (0 : ℝ)) x :=
      (hasDerivAt_id x).prodMk (hasDerivAt_const x y)
    have hc : HasDerivAt (fun t : ℝ => modelBand (t, y))
        (fderiv ℝ modelBand (x, y) (1, 0)) x := hd.comp_hasDerivAt x hl
    have he : HasDerivAt (fun t : ℝ => modelBand (t, y))
        ![((-Real.sin x : ℝ) : ℂ), (Real.cos x : ℂ) * Complex.exp (Complex.I * y)] x :=
      hasDerivAt_pi.2 (Fin.forall_fin_two.2 ⟨(Real.hasDerivAt_cos x).ofReal_comp,
        (Real.hasDerivAt_sin x).ofReal_comp.mul_const (Complex.exp (Complex.I * y))⟩)
    exact hc.unique he
  have h2 : fderiv ℝ modelBand (x, y) (0, 1) =
      ![0, (Real.sin x : ℂ) * (Complex.exp (Complex.I * y) * Complex.I)] := by
    have hl : HasDerivAt (fun t : ℝ => (x, t)) ((0 : ℝ), (1 : ℝ)) y :=
      (hasDerivAt_const y x).prodMk (hasDerivAt_id y)
    have hc : HasDerivAt (fun t : ℝ => modelBand (x, t))
        (fderiv ℝ modelBand (x, y) (0, 1)) y := hd.comp_hasDerivAt y hl
    have he : HasDerivAt (fun t : ℝ => modelBand (x, t))
        ![0, (Real.sin x : ℂ) * (Complex.exp (Complex.I * y) * Complex.I)] y :=
      hasDerivAt_pi.2 (Fin.forall_fin_two.2 ⟨hasDerivAt_const y (Real.cos x : ℂ),
        hI.cexp.const_mul (Real.sin x : ℂ)⟩)
    exact hc.unique he
  have key : ∀ (c d : ℝ) (e : ℂ), (starRingEnd ℂ) e * e = 1 →
      star (![((-d : ℝ) : ℂ), (c : ℂ) * e] : Fin 2 → ℂ) ⬝ᵥ
        ![0, (d : ℂ) * (e * Complex.I)] = ((c * d : ℝ) : ℂ) * Complex.I := by
    intro c d e he
    simp [dotProduct, Fin.sum_univ_two]
    linear_combination (c * d * Complex.I) * he
  unfold berryCurvature
  rw [h1, h2, key _ _ _ (phase_unit y), Complex.mul_I_im, Complex.ofReal_re,
    Real.sin_two_mul]
  ring

end

end BerryTimeReversal
```

The compiler's answer:

```
Main.lean:47:48: error: Type mismatch
  HasFDerivAt.comp_hasDerivAt x ?m.183 hl
has type
  HasDerivAt (?m.181 ∘ fun t => (t, y)) (?m.182 (1, 0)) x
but is expected to have type
  HasDerivAt (fun t => modelBand (t, y)) ((fderiv ℝ modelBand (x, y)) (1, 0)) x
```

Lean accepts the file once it reads:

```diff
@@ -44,6 +44,5 @@
     have hl : HasDerivAt (fun t : ℝ => (t, y)) ((1 : ℝ), (0 : ℝ)) x :=
       (hasDerivAt_id x).prodMk (hasDerivAt_const x y)
-    have hc : HasDerivAt (fun t : ℝ => modelBand (t, y))
-        (fderiv ℝ modelBand (x, y) (1, 0)) x := hd.comp_hasDerivAt x hl
+    have hc := hd.comp_hasDerivAt x hl
     have he : HasDerivAt (fun t : ℝ => modelBand (t, y))
         ![((-Real.sin x : ℝ) : ℂ), (Real.cos x : ℂ) * Complex.exp (Complex.I * y)] x :=
@@ -55,6 +54,5 @@
     have hl : HasDerivAt (fun t : ℝ => (x, t)) ((0 : ℝ), (1 : ℝ)) y :=
       (hasDerivAt_const y x).prodMk (hasDerivAt_id y)
-    have hc : HasDerivAt (fun t : ℝ => modelBand (x, t))
-        (fderiv ℝ modelBand (x, y) (0, 1)) y := hd.comp_hasDerivAt y hl
+    have hc := hd.comp_hasDerivAt y hl
     have he : HasDerivAt (fun t : ℝ => modelBand (x, t))
         ![0, (Real.sin x : ℂ) * (Complex.exp (Complex.I * y) * Complex.I)] y :=
```

Cause. The error is in the chain-rule step `hc` for the x-derivative. `HasFDerivAt.comp_hasDerivAt` concludes about a composition `g ∘ f`, while the annotation on `hc` asks for `fun t => modelBand (t, y)`. The two agree by definition once `g` is known to be `modelBand`. But the message shows placeholders for the outer function (`?m.181`), its derivative (`?m.182`) and the proof `hd` (`?m.183`): Lean was comparing the types before it had used `hd` to fill them, and could not match the two forms.

The repair drops the annotation. With no stated type to match, Lean reads the type of `hc` off `hd` and `hl`, so the outer function is `modelBand` from the start. The later step `hc.unique he` then only has to see that the composition and the written-out function are the same by definition, which it does.

The y-derivative step has the same form and gets the same change, though the messages report no error there.
